# The quadratic form of the overlap matrix of sine waves is the integral of their squared superposition

The waves here are sin((k + jh)r) for j = 0, …, n, and their Gram matrix S holds the overlap integrals of each pair over r from 0 to R. The theorem says that for real coefficients c the quadratic form cᵀSc equals the integral over the same range of (∑ⱼ cⱼ sin((k + jh)r))², which for R ≥ 0 is the squared norm of the superposition. The waves are unnormalised and need not be orthogonal, and k, h and R are arbitrary real numbers. The proof expands the square into a double sum, exchanges the integral with the two finite sums, and takes the constant coefficients outside.

The failing Lean file:

```lean
import Mathlib

open Matrix

namespace PartialWaveGram

noncomputable section

/-- The partial wave `sin((k + j h) r)` of the `j`-th reference, with wave-number spacing `h`. -/
def wave (k h : ℝ) (j : ℕ) (r : ℝ) : ℝ := Real.sin ((k + j * h) * r)

/-- The Gram matrix of the partial waves `j = 0, ..., n`: their overlap integrals on `[0, R]`. -/
def gram (k h R : ℝ) (n : ℕ) : Matrix (Fin (n + 1)) (Fin (n + 1)) ℝ :=
  Matrix.of fun i j => ∫ r in (0 : ℝ)..R, wave k h i r * wave k h j r

/-- The quadratic form of the Gram matrix is the integral of the squared superposition of
partial waves. -/
theorem gram_quadratic (k h R : ℝ) (n : ℕ) (c : Fin (n + 1) → ℝ) :
    c ⬝ᵥ gram k h R n *ᵥ c = ∫ r in (0 : ℝ)..R, (∑ j, c j * wave k h j r) ^ 2 := by
  have hint : ∀ i j : Fin (n + 1), IntervalIntegrable
      (fun r => c i * (wave k h i r * wave k h j r * c j)) MeasureTheory.volume 0 R :=
    fun i j => Continuous.intervalIntegrable (by unfold wave; fun_prop) _ _
  have hint' : ∀ i : Fin (n + 1), IntervalIntegrable
      (fun r => ∑ j, c i * (wave k h i r * wave k h j r * c j)) MeasureTheory.volume 0 R :=
    fun i => Continuous.intervalIntegrable (by unfold wave; fun_prop) _ _
  have hsq : ∀ r, (∑ j, c j * wave k h j r) ^ 2
      = ∑ i, ∑ j, c i * (wave k h i r * wave k h j r * c j) := by
    intro r
    rw [sq, Finset.sum_mul_sum]
    exact Finset.sum_congr rfl fun i _ => Finset.sum_congr rfl fun j _ => by ring
  simp only [hsq]
  rw [intervalIntegral.integral_finset_sum (fun i _ => hint' i)]
  simp only [dotProduct, Matrix.mulVec, Finset.mul_sum]
  refine Finset.sum_congr rfl fun i _ => ?_
  rw [intervalIntegral.integral_finset_sum (fun j _ => hint i j)]
  refine Finset.sum_congr rfl fun j _ => ?_
  rw [intervalIntegral.integral_const_mul, intervalIntegral.integral_mul_const]
  rfl

end

end PartialWaveGram
```

The error:

```
Main.lean:24:60: error: Application type mismatch: The argument
  j
has type
  ℕ
but is expected to have type
  Fin (n + 1)
in the application
  c j
Main.lean:24:18: error(lean.synthInstanceFailed): failed to synthesize instance of type class
  Fintype ℕ

Hint: Adding the command `deriving instance Fintype for Nat` may allow Lean to derive the missing instance.
Main.lean:25:60: error: `fun_prop` was unable to prove `Continuous fun r => ∑ j, c i * (Real.sin ((k + ↑↑i * h) * r) * Real.sin ((k + ↑j * h) * r) * c sorry)`

Issues:
  No theorems found for `Finset.sum` in order to prove `Continuous fun r3r4 => r3r4.1.sum r3r4.2`
  No theorems found for `Finset.sum` in order to prove `Continuous fun r => ∑ j, c i * (Real.sin ((k + ↑↑i * h) * r) * Real.sin ((k + ↑j * h) * r) * c sorry)`
Main.lean:27:57: error: Application type mismatch: The argument
  j
has type
  ℕ
but is expected to have type
  Fin (n + 1)
in the application
  c j
Main.lean:27:15: error(lean.synthInstanceFailed): failed to synthesize instance of type class
  Fintype ℕ

Hint: Adding the command `deriving instance Fintype for Nat` may allow Lean to derive the missing instance.
Main.lean:30:77: error: `ring_nf` made no progress on the goal
Main.lean:31:13: error(lean.unknownIdentifier): Unknown identifier `hsq`
Main.lean:31:2: error: `simp` made no progress
```

In `hint'` and on the right of `hsq`, the sum over `j` has no stated type. Lean meets `wave k h j r` before `c j`, and since `wave` takes a natural number, it settles on `j : ℕ`. Then `c j` is ill-typed, because `c` expects a `Fin (n + 1)`, and the sum would need `ℕ` to be finite, hence the failed `Fintype ℕ`. Writing `j : Fin (n + 1)` cures both, with `wave` now receiving `j` through a coercion. The same annotation on `i` is tidying, as `c i` comes first there.

The `ring_nf` error, the unknown `hsq` and the idle `simp` all follow from the broken statement of `hsq`.

`fun_prop` also failed, on a sum already damaged by the type error. The repair applies `continuous_finsetSum` explicitly, leaving `fun_prop` only the continuity of each term. The messages don't show whether the annotation alone would have been enough.

The proof stopped before reaching `integral_finset_sum`, so no message bears on its change to `integral_finsetSum`.

After these edits no error is left:

```diff
@@ -22,16 +22,19 @@
     fun i j => Continuous.intervalIntegrable (by unfold wave; fun_prop) _ _
   have hint' : ∀ i : Fin (n + 1), IntervalIntegrable
-      (fun r => ∑ j, c i * (wave k h i r * wave k h j r * c j)) MeasureTheory.volume 0 R :=
-    fun i => Continuous.intervalIntegrable (by unfold wave; fun_prop) _ _
+      (fun r => ∑ j : Fin (n + 1), c i * (wave k h i r * wave k h j r * c j))
+      MeasureTheory.volume 0 R :=
+    fun i => Continuous.intervalIntegrable
+      (continuous_finsetSum _ fun j _ => by unfold wave; fun_prop) _ _
   have hsq : ∀ r, (∑ j, c j * wave k h j r) ^ 2
-      = ∑ i, ∑ j, c i * (wave k h i r * wave k h j r * c j) := by
+      = ∑ i : Fin (n + 1), ∑ j : Fin (n + 1),
+        c i * (wave k h i r * wave k h j r * c j) := by
     intro r
     rw [sq, Finset.sum_mul_sum]
     exact Finset.sum_congr rfl fun i _ => Finset.sum_congr rfl fun j _ => by ring
   simp only [hsq]
-  rw [intervalIntegral.integral_finset_sum (fun i _ => hint' i)]
+  rw [intervalIntegral.integral_finsetSum (fun i _ => hint' i)]
   simp only [dotProduct, Matrix.mulVec, Finset.mul_sum]
   refine Finset.sum_congr rfl fun i _ => ?_
-  rw [intervalIntegral.integral_finset_sum (fun j _ => hint i j)]
+  rw [intervalIntegral.integral_finsetSum (fun j _ => hint i j)]
   refine Finset.sum_congr rfl fun j _ => ?_
   rw [intervalIntegral.integral_const_mul, intervalIntegral.integral_mul_const]
```
